# For a convex energy curve, the frontier energies coincide exactly when the energy is linear between adjacent integer electron numbers

Let `E w` be the energy at `N - 1 + w` electrons, assumed convex for `w` in [0, 1], with one-sided slopes `-A` at the `N - 1` end and `-I` at the `N` end. The theorem `straight_iff` states that `I - A = 0` exactly when `E w = (1 - w) * E 0 + w * E 1` throughout that interval; it takes `E` as a given real function and does not derive it from a Hamiltonian. In the forward direction, the proof uses the bound `w * (1 - w) * (A - I)` on how far the curve lies below its chord, which vanishes when the two frontier energies agree. For the converse, it shows that a straight curve has a convex negative, then applies the inequalities `I ≤ E 0 - E 1 ≤ A` to both `E` and its negative.

Lean 4 with Mathlib refuses this proof:

```lean
import Mathlib

open Set Filter Topology

namespace StraightLineError

noncomputable section

/-- The frontier energies of an energy curve `E w` at `N - 1 + w` electrons: `-A` is the slope
at the `N - 1` electron end and `-I` the slope at the `N` electron end. -/
structure FrontierEnergies (E : ℝ → ℝ) (I A : ℝ) : Prop where
  affinity : HasDerivWithinAt E (-A) (Icc 0 1) 0
  ionization : HasDerivWithinAt E (-I) (Icc 0 1) 1

/-- The straight line joining the energies at the two integer electron numbers. -/
def chord (E : ℝ → ℝ) (w : ℝ) : ℝ := (1 - w) * E 0 + w * E 1

/-- A convex energy curve lies above its tangent at any filling `a`. -/
theorem tangent_below {E : ℝ → ℝ} {d a w : ℝ} (hE : ConvexOn ℝ (Icc 0 1) E)
    (ha : a ∈ Icc (0 : ℝ) 1) (hw : w ∈ Icc (0 : ℝ) 1)
    (hd : HasDerivWithinAt E d (Icc 0 1) a) : E a + d * (w - a) ≤ E w := by
  -- follow the energy along the segment from `a` to `w`
  have hline : HasDerivAt (fun t : ℝ => a + t * (w - a)) (w - a) 0 :=
    (((hasDerivAt_id (0 : ℝ)).mul_const (w - a)).const_add a).congr_deriv (one_mul _)
  have hd' : HasDerivWithinAt E d (Icc 0 1) ((fun t : ℝ => a + t * (w - a)) 0) := by
    have e : (fun t : ℝ => a + t * (w - a)) 0 = a := by simp
    rw [e]
    exact hd
  have hmaps : MapsTo (fun t : ℝ => a + t * (w - a)) (Ioc 0 1) (Icc 0 1) := by
    intro t ht
    have h1 : 0 ≤ 1 - t := by linarith [ht.2]
    have h := (convex_Icc (0 : ℝ) 1) ha hw h1 ht.1.le (by ring)
    have e : (1 - t) • a + t • w = a + t * (w - a) := by
      simp only [smul_eq_mul]
      ring
    rw [e] at h
    exact h
  have hcomp := HasDerivWithinAt.comp (0 : ℝ) hd' hline.hasDerivWithinAt hmaps
  rw [hasDerivWithinAt_iff_tendsto_slope' (by simp)] at hcomp
  have : NeBot (𝓝[Ioc (0 : ℝ) 1] 0) := left_nhdsWithin_Ioc_neBot one_pos
  -- every secant slope is at most the slope of the full segment
  have key : d * (w - a) ≤ E w - E a := by
    refine le_of_tendsto hcomp ?_
    filter_upwards [self_mem_nhdsWithin] with t ht
    have h1 : 0 ≤ 1 - t := by linarith [ht.2]
    have c := hE.2 ha hw h1 ht.1.le (by ring)
    simp only [smul_eq_mul] at c
    have e : (1 - t) * a + t * w = a + t * (w - a) := by ring
    rw [e] at c
    rw [slope_def_field, div_le_iff₀ (show (0 : ℝ) < t - 0 by linarith [ht.1])]
    simp only [Function.comp_apply, zero_mul, add_zero, sub_zero]
    linarith
  linarith

/-- For a convex energy curve the total energy difference lies between the two
frontier energies. -/
theorem frontier_bracket {E : ℝ → ℝ} {I A : ℝ} (hE : ConvexOn ℝ (Icc 0 1) E)
    (h : FrontierEnergies E I A) : I ≤ E 0 - E 1 ∧ E 0 - E 1 ≤ A := by
  have h0 : (0 : ℝ) ∈ Icc (0 : ℝ) 1 := by simp
  have h1 : (1 : ℝ) ∈ Icc (0 : ℝ) 1 := by simp
  have t0 := tangent_below hE h0 h1 h.affinity
  have t1 := tangent_below hE h1 h0 h.ionization
  constructor <;> linarith

/-- At filling `w` a convex energy curve lies below its chord by at most
`w (1 - w) (A - I)`. -/
theorem deviation_bound {E : ℝ → ℝ} {I A w : ℝ} (hE : ConvexOn ℝ (Icc 0 1) E)
    (h : FrontierEnergies E I A) (hw : w ∈ Icc (0 : ℝ) 1) :
    0 ≤ chord E w - E w ∧ chord E w - E w ≤ w * (1 - w) * (A - I) := by
  have h0 : (0 : ℝ) ∈ Icc (0 : ℝ) 1 := by simp
  have h1 : (1 : ℝ) ∈ Icc (0 : ℝ) 1 := by simp
  have hw' : 0 ≤ 1 - w := by linarith [hw.2]
  unfold chord
  constructor
  · have c := hE.2 h0 h1 hw' hw.1 (by ring)
    simp only [smul_eq_mul] at c
    have e : (1 - w) * 0 + w * 1 = w := by ring
    rw [e] at c
    linarith
  · -- average the two endpoint tangents with weights `1 - w` and `w`
    have t0 := mul_le_mul_of_nonneg_left (tangent_below hE h0 hw h.affinity) hw'
    have t1 := mul_le_mul_of_nonneg_left (tangent_below hE h1 hw h.ionization) hw.1
    nlinarith [t0, t1]

/-- The frontier energies of a convex energy curve coincide exactly when the curve is the
straight line between the integer electron numbers. -/
theorem straight_iff {E : ℝ → ℝ} {I A : ℝ} (hE : ConvexOn ℝ (Icc 0 1) E)
    (h : FrontierEnergies E I A) : I - A = 0 ↔ ∀ w ∈ Icc (0 : ℝ) 1, E w = chord E w := by
  constructor
  · intro hIA w hw
    obtain ⟨l, u⟩ := deviation_bound hE h hw
    have e : A - I = 0 := by linarith
    rw [e, mul_zero] at u
    linarith
  · intro hs
    -- a straight curve is also concave, so the bracket holds for its negative
    have hneg : ConvexOn ℝ (Icc 0 1) (fun w => -E w) := by
      refine ⟨convex_Icc 0 1, ?_⟩
      intro x hx y hy a b ha hb hab
      have hm := (convex_Icc (0 : ℝ) 1) hx hy ha hb hab
      have e : E (a • x + b • y) = a * E x + b * E y := by
        rw [hs _ hm, hs x hx, hs y hy]
        simp only [chord, smul_eq_mul]
        linear_combination (-E 0) * hab
      simp only [e, smul_eq_mul]
      linarith
    have hf : FrontierEnergies (fun w => -E w) (-I) (-A) :=
      ⟨h.affinity.neg, h.ionization.neg⟩
    have b1 := frontier_bracket hE h
    have b2 := frontier_bracket hneg hf
    linarith [b1.1, b1.2, b2.1, b2.2]

end

end StraightLineError
```

The error:

```
Main.lean:106:6: error: linarith failed to find a contradiction
E : ℝ → ℝ
I A : ℝ
hE : ConvexOn ℝ (Icc 0 1) E
h : FrontierEnergies E I A
hs : ∀ w ∈ Icc 0 1, E w = chord E w
x : ℝ
hx : x ∈ Icc 0 1
y : ℝ
hy : y ∈ Icc 0 1
a b : ℝ
ha : 0 ≤ a
hb : 0 ≤ b
hab : a + b = 1
hm : a • x + b • y ∈ Icc 0 1
e : E (a • x + b • y) = a * E x + b * E y
a✝ : a * -E x + b * -E y < -E (a * x + b * y)
⊢ False
failed
Main.lean:105:17: warning: This simp argument is unused:
  e

Hint: Omit it from the simp argument list.
  [apply] simp only [smul_eq_mul]

Note: This linter can be disabled with `set_option linter.unusedSimpArgs false`
```

The error arises in proving that the negative of `E` is convex. The hypothesis `e` rewrites `E (a • x + b • y)`, with scalar multiplication `•` inside the argument. But `simp only [e, smul_eq_mul]` simplifies subterms first, so `smul_eq_mul` turns that argument into `a * x + b * y` before `e` can be tried on the whole term. The left side of `e` then no longer matches, which is why the warning calls `e` unused.

`linarith` still has `e` in its context, but it treats `E (a • x + b • y)` there and `E (a * x + b * y)` in the goal as unrelated quantities, so it finds no contradiction.

In the repair, `show` restates the goal in a definitionally equal form, keeping `•` inside `E` and writing ordinary products outside. Now `rw [e]` finds its left side and replaces it with `a * E x + b * E y`. Both sides of the inequality are then equal by algebra, and `linarith` closes the goal.

The change, after which it compiles:

```diff
@@ -103,5 +103,6 @@
         simp only [chord, smul_eq_mul]
         linear_combination (-E 0) * hab
-      simp only [e, smul_eq_mul]
+      show -E (a • x + b • y) ≤ a * -E x + b * -E y
+      rw [e]
       linarith
     have hf : FrontierEnergies (fun w => -E w) (-I) (-A) :=
```
